# Shortening an uphill Newton step leaves it uphill in the quadratic model

For the Hessian $H=\mathrm{diag}(1,-1)$ and the gradient $g=(1,2)$, the Newton step is $s=(-1,2)$, and every fraction $ts$ with $0<t\le 1$ raises the quadratic model
$$m(s)=g\cdot s+\tfrac12\,s\cdot Hs .$$
The step with level shift 2 is $(-1/3,-2)$, and it lowers the model by $113/18$. Parts (a) to (c) treat a real matrix $H$ of any finite size; parts (d) to (f) treat the example.

## The model and the step equation

The model is the second-order estimate of the energy change for a displacement $s$, so $m(0)=0$. In Lean the coordinates are labelled by a finite type `n`, vectors are functions `n → ℝ`, `⬝ᵥ` is the dot product and `*ᵥ` applies a matrix to a vector.

```lean
import Mathlib

open Matrix

namespace UphillNewtonStep

noncomputable section

variable {n : Type*} [Fintype n] [DecidableEq n]

/-- The quadratic model of the energy change for a step `s`, with gradient `g` and
Hessian `H`. -/
def model {n : Type*} [Fintype n] (H : Matrix n n ℝ) (g s : n → ℝ) : ℝ :=
  g ⬝ᵥ s + (s ⬝ᵥ H *ᵥ s) / 2
```

A step with level shift $\mu$ is a solution $s$ of
$$(H+\mu I)s=-g,$$
where $I$ is the identity matrix. The shift adds $\mu$ to every eigenvalue of the Hessian, and $\mu=0$ gives the Newton step. `IsShiftedStep H g μ s` says that $s$ solves this equation. It uses no inverse and doesn't claim that a solution exists; the general results hold for every solution there is. Nor do they require $H$ to be symmetric, although a Hessian is.

```lean
/-- The step `s` solves the Newton equation with level shift `μ`; for `μ = 0` it is the
plain Newton step. -/
def IsShiftedStep (H : Matrix n n ℝ) (g : n → ℝ) (μ : ℝ) (s : n → ℝ) : Prop :=
  (H + μ • (1 : Matrix n n ℝ)) *ᵥ s = -g
```

## (a) The model along a shifted step

**Task.** Let $s$ be a step with shift $\mu$. Express $m(ts)$ without the gradient.

**Solution.** Write $q=s\cdot(H+\mu I)s$. The step equation gives $g=-(H+\mu I)s$, hence $g\cdot s=-q$. Expanding $q$ gives $s\cdot Hs=q-\mu\,s\cdot s$. Therefore
$$m(ts)=t\,g\cdot s+\frac{t^2}{2}\,s\cdot Hs=-\Bigl(t-\frac{t^2}{2}\Bigr)q-\frac{\mu t^2}{2}\,s\cdot s .$$

In the proof, `hg` is the formula for the slope $g\cdot s$, `hq` expands the shifted curvature $q$, and `ht` expands the model in $t$. Substitution and `ring` finish the calculation.

```lean
/-- The model value along a level-shifted step scaled by `t`, expressed through the
shifted curvature and the squared length of the step. -/
theorem model_along_step {H : Matrix n n ℝ} {g s : n → ℝ} {μ : ℝ}
    (h : IsShiftedStep H g μ s) (t : ℝ) :
    model H g (t • s) =
      -(t - t ^ 2 / 2) * (s ⬝ᵥ (H + μ • (1 : Matrix n n ℝ)) *ᵥ s)
        - μ * t ^ 2 / 2 * (s ⬝ᵥ s) := by
  unfold IsShiftedStep at h
  -- the step equation turns the slope into minus the shifted curvature
  have hg : g ⬝ᵥ s = -(s ⬝ᵥ (H + μ • (1 : Matrix n n ℝ)) *ᵥ s) := by
    rw [h, dotProduct_neg, neg_neg, dotProduct_comm]
  have hq : s ⬝ᵥ (H + μ • (1 : Matrix n n ℝ)) *ᵥ s
      = s ⬝ᵥ H *ᵥ s + μ * (s ⬝ᵥ s) := by
    simp [Matrix.add_mulVec, Matrix.smul_mulVec]
  have ht : model H g (t • s) = t * (g ⬝ᵥ s) + t ^ 2 * (s ⬝ᵥ H *ᵥ s) / 2 := by
    simp only [model, Matrix.mulVec_smul, dotProduct_smul, smul_dotProduct, smul_eq_mul]
    ring
  rw [ht, hg, hq]
  ring
```

## (b) When a shortened Newton step goes uphill

**Task.** For a Newton step $s$ and $0<t<2$, show that $m(ts)>0$ exactly when $s\cdot Hs<0$.

**Solution.** Setting $\mu=0$ in (a) gives
$$m(ts)=-\frac{t(2-t)}{2}\,s\cdot Hs .$$
The factor $t(2-t)/2$ is positive on this range, so the sign of $m(ts)$ is opposite to that of the curvature $s\cdot Hs$. The curvature condition doesn't contain $t$: if the full step raises the model, so does every shortened one.

The positive factor is `hc` in the proof. The two directions of the equivalence are sign arguments for a product, which `nlinarith` completes.

```lean
/-- A Newton step scaled by any `t` between 0 and 2 raises the model exactly when the
curvature along the step is negative. -/
theorem newton_uphill_iff {H : Matrix n n ℝ} {g s : n → ℝ}
    (h : IsShiftedStep H g 0 s) {t : ℝ} (h0 : 0 < t) (h2 : t < 2) :
    0 < model H g (t • s) ↔ s ⬝ᵥ H *ᵥ s < 0 := by
  rw [model_along_step h, zero_smul, add_zero]
  have hc : 0 < t - t ^ 2 / 2 := by nlinarith [mul_pos h0 (sub_pos.mpr h2)]
  constructor
  · intro hp
    by_contra hn
    nlinarith [mul_nonneg hc.le (not_lt.mp hn)]
  · intro hn
    nlinarith [mul_pos hc (neg_pos.mpr hn)]
```

## (c) A sufficient shift makes the step go downhill

**Task.** Let $\mu\ge 0$, let $g\ne 0$, and suppose that $x\cdot(H+\mu I)x>0$ for every $x\ne 0$. Show that a step $s$ with shift $\mu$ satisfies $m(ts)<0$ for $0<t<2$.

**Solution.** If $s$ were zero, the step equation would give $g=0$. So $s\ne 0$ and $q>0$. In the formula from (a), the first term is then strictly negative. The second is at most zero, because $\mu\ge 0$ and $s\cdot s\ge 0$. Their sum is negative.

The positivity condition `hpos` is assumed. For a symmetric Hessian it means that the lowest eigenvalue of $H+\mu I$ is above zero, so that the shifted surface curves upwards in every direction. The proof establishes `hs`, that the step is nonzero, then the signs of the two terms, and adds them with `linarith`.

```lean
/-- If a nonnegative level shift makes the Hessian positive definite and the gradient does
not vanish, the shifted step scaled by any `t` between 0 and 2 lowers the model. -/
theorem shifted_step_downhill {H : Matrix n n ℝ} {g s : n → ℝ} {μ : ℝ}
    (h : IsShiftedStep H g μ s) (hμ : 0 ≤ μ) (hg : g ≠ 0)
    (hpos : ∀ x : n → ℝ, x ≠ 0 → 0 < x ⬝ᵥ (H + μ • (1 : Matrix n n ℝ)) *ᵥ x)
    {t : ℝ} (h0 : 0 < t) (h2 : t < 2) :
    model H g (t • s) < 0 := by
  -- a nonzero gradient forces a nonzero step
  have hs : s ≠ 0 := by
    intro hs
    unfold IsShiftedStep at h
    rw [hs, Matrix.mulVec_zero] at h
    exact hg (neg_eq_zero.mp h.symm)
  have hc : 0 < t - t ^ 2 / 2 := by nlinarith [mul_pos h0 (sub_pos.mpr h2)]
  have hss : 0 ≤ s ⬝ᵥ s := Finset.sum_nonneg fun i _ => mul_self_nonneg (s i)
  have h1 := mul_pos hc (hpos s hs)
  have h3 : 0 ≤ μ * t ^ 2 / 2 * (s ⬝ᵥ s) := by positivity
  rw [model_along_step h]
  linarith
```

## (d) The step equation for the saddle

**Task.** Write the shifted equation for $H=\mathrm{diag}(1,-1)$ and $g=(1,2)$ in components.

**Solution.** The matrix $H+\mu I$ is diagonal with entries $1+\mu$ and $-1+\mu$. Numbering the components from 0, as Lean does, we get
$$(1+\mu)s_0=-1,\qquad(-1+\mu)s_1=-2 .$$

The Hessian and gradient are entered as explicit arrays.

```lean
/-- The Hessian diag(1, -1). -/
def saddleH : Matrix (Fin 2) (Fin 2) ℝ := !![1, 0; 0, -1]

/-- The gradient (1, 2). -/
def saddleG : Fin 2 → ℝ := ![1, 2]
```

In the proof, `e0` and `e1` evaluate the two components of the matrix-vector product, and equality of vectors is then split into equality of components.

```lean
/-- For the Hessian diag(1, -1) and gradient (1, 2), the level-shifted Newton equation
separates into one equation for each component. -/
theorem saddle_step_iff (μ : ℝ) (s : Fin 2 → ℝ) :
    IsShiftedStep saddleH saddleG μ s ↔
      (1 + μ) * s 0 = -1 ∧ (-1 + μ) * s 1 = -2 := by
  have e0 : ((saddleH + μ • (1 : Matrix (Fin 2) (Fin 2) ℝ)) *ᵥ s) 0 = (1 + μ) * s 0 := by
    simp [saddleH, Matrix.mulVec, dotProduct, Fin.sum_univ_two]
  have e1 : ((saddleH + μ • (1 : Matrix (Fin 2) (Fin 2) ℝ)) *ᵥ s) 1 = (-1 + μ) * s 1 := by
    simp [saddleH, Matrix.mulVec, dotProduct, Fin.sum_univ_two]
  unfold IsShiftedStep
  rw [funext_iff, Fin.forall_fin_two, e0, e1]
  simp [saddleG]
```

## (e) Shortening fails and a shift of 2 succeeds

**Task.** Find the steps with shifts 0 and 2. Show that the model is positive at every fraction $0<t\le1$ of the first, and evaluate it at the second.

**Solution.** For $\mu=0$, part (d) gives $s_0=-1$ and $-s_1=-2$, so the unique Newton step is $(-1,2)$. Its slope and curvature are
$$g\cdot s=-1+4=3,\qquad s\cdot Hs=1-4=-3 .$$
Hence
$$m(ts)=3t-\frac32t^2=\frac{3t(2-t)}{2}>0\qquad(0<t\le1).$$
The values at $t=1,\ \tfrac12,\ \tfrac1{10}$ are $1.5$, $1.125$ and $0.285$: shortening makes the rise smaller but never turns it into a descent.

For $\mu=2$, the equations are $3s_0=-1$ and $s_1=-2$, so the unique step is $(-1/3,-2)$. Now
$$g\cdot s=-\frac13-4=-\frac{13}{3},\qquad s\cdot Hs=\frac19-4=-\frac{35}{9},$$
and
$$m(s)=-\frac{13}{3}-\frac{35}{18}=-\frac{113}{18}\approx-6.28 .$$

The theorem has four clauses: uniqueness of the Newton step, positivity along it, uniqueness of the shifted step, and its model value. The proof solves the component equations with `linarith`, obtains positivity from (b) and the negative curvature, and evaluates the last number with `norm_num`.

```lean
/-- For the Hessian diag(1, -1) and gradient (1, 2), the Newton step is (-1, 2) and the
model is positive at every fraction `t` in (0, 1] of it; the step with level shift 2 is
(-1/3, -2) and has model value -113/18. -/
theorem shortening_fails_shift_succeeds :
    (∀ s, IsShiftedStep saddleH saddleG 0 s ↔ s = ![-1, 2]) ∧
    (∀ t : ℝ, 0 < t → t ≤ 1 → 0 < model saddleH saddleG (t • ![-1, 2])) ∧
    (∀ s, IsShiftedStep saddleH saddleG 2 s ↔ s = ![-1 / 3, -2]) ∧
    model saddleH saddleG ![-1 / 3, -2] = -113 / 18 := by
  have hN : ∀ s, IsShiftedStep saddleH saddleG 0 s ↔ s = ![-1, 2] := by
    intro s
    rw [saddle_step_iff, funext_iff, Fin.forall_fin_two]
    change _ ↔ s 0 = -1 ∧ s 1 = 2
    constructor <;> rintro ⟨h0, h1⟩ <;> constructor <;> linarith
  refine ⟨hN, ?_, ?_, ?_⟩
  · intro t h0 h1
    -- the curvature along the Newton step is 1 - 4 = -3
    rw [newton_uphill_iff ((hN _).mpr rfl) h0 (by linarith)]
    norm_num [saddleH, Matrix.mulVec, dotProduct, Fin.sum_univ_two]
  · intro s
    rw [saddle_step_iff, funext_iff, Fin.forall_fin_two]
    change _ ↔ s 0 = -1 / 3 ∧ s 1 = -2
    constructor <;> rintro ⟨h0, h1⟩ <;> constructor <;> linarith
  · norm_num [model, saddleH, saddleG, Matrix.mulVec, dotProduct, Fin.sum_univ_two]
```

## (f) The shift at which the slope changes sign

**Task.** For the same $H$ and $g$, let $s$ be a step with shift $\mu\ge0$. Show that $g\cdot s<0$ exactly when $\mu>1$.

**Solution.** The slope is $g\cdot s=s_0+2s_1$. If $\mu>1$, both factors $1+\mu$ and $-1+\mu$ in (d) are positive, so both components are negative and so is the slope.

If $0\le\mu<1$, then
$$s_0=-\frac1{1+\mu}\ge-1,\qquad s_1=\frac2{1-\mu}\ge2,$$
and the slope is at least $-1+4=3$. At $\mu=1$ the second equation reads $0=-2$, so there is no step.

A shift that is too small can make the slope larger. With $\mu=\tfrac12$ the step is $(-2/3,4)$, whose slope $22/3$ exceeds the Newton value 3. The model value at this full step is nevertheless $\tfrac{22}{3}-\tfrac{70}{9}=-\tfrac49$, because the negative curvature outweighs the slope at that length; sufficiently short fractions of the step still raise the model.

The Lean proof obtains the same bounds without dividing. For $\mu\le1$ it proves `a0`, that $s_0\ge-1$, then $s_1>0$, and then `a2`, that $s_1\ge2$; a negative slope contradicts these. For $\mu>1$ it shows that each component is negative.

```lean
/-- For the Hessian diag(1, -1) and gradient (1, 2), a step with nonnegative level shift
`μ` has negative slope exactly when `μ` exceeds 1. -/
theorem saddle_descent_iff {μ : ℝ} (hμ : 0 ≤ μ) {s : Fin 2 → ℝ}
    (h : IsShiftedStep saddleH saddleG μ s) :
    saddleG ⬝ᵥ s < 0 ↔ 1 < μ := by
  obtain ⟨h0, h1⟩ := (saddle_step_iff μ s).mp h
  have hd : saddleG ⬝ᵥ s = s 0 + 2 * s 1 := by
    simp [saddleG, dotProduct, Fin.sum_univ_two]
  rw [hd]
  constructor
  · intro hneg
    by_contra hn
    have hm : 0 ≤ 1 - μ := by linarith [not_lt.mp hn]
    -- too small a shift leaves a long uphill second component
    have a0 : -1 ≤ s 0 := by
      by_contra hc
      have hc' : 0 < -1 - s 0 := by linarith [not_le.mp hc]
      nlinarith [mul_pos (by linarith : 0 < 1 + μ) hc']
    have a1 : 0 < s 1 := by
      by_contra hc
      have hc' : 0 ≤ -s 1 := by linarith [not_lt.mp hc]
      nlinarith [mul_nonneg hm hc']
    have a2 : 2 ≤ s 1 := by nlinarith [mul_nonneg hμ a1.le]
    linarith
  · intro hm
    -- beyond the threshold both components point downhill
    have a0 : s 0 < 0 := by
      by_contra hc
      nlinarith [mul_nonneg (by linarith : 0 ≤ 1 + μ) (not_lt.mp hc)]
    have a1 : s 1 < 0 := by
      by_contra hc
      nlinarith [mul_nonneg (by linarith : 0 ≤ -1 + μ) (not_lt.mp hc)]
    linarith

end

end UphillNewtonStep
```

```lean
#print axioms UphillNewtonStep.newton_uphill_iff
#print axioms UphillNewtonStep.shifted_step_downhill
#print axioms UphillNewtonStep.shortening_fails_shift_succeeds
#print axioms UphillNewtonStep.saddle_descent_iff
```

```
'UphillNewtonStep.newton_uphill_iff' depends on axioms: [propext, Classical.choice, Quot.sound]
'UphillNewtonStep.shifted_step_downhill' depends on axioms: [propext, Classical.choice, Quot.sound]
'UphillNewtonStep.shortening_fails_shift_succeeds' depends on axioms: [propext, Classical.choice, Quot.sound]
'UphillNewtonStep.saddle_descent_iff' depends on axioms: [propext, Classical.choice, Quot.sound]
```

## The step in an optimisation code

In a geometry or orbital optimisation that seeks a minimum and uses a finite-dimensional quadratic model, the shifted step can be computed by a linear solve such as `s = -solve(H + mu*I, g)`. In the eigenbasis of a symmetric Hessian, with eigenvalues $\lambda_i$ and gradient components $g_i$, it reads
$$s_i=-\frac{g_i}{\lambda_i+\mu}.$$
At $\mu=0$ a negative eigenvalue with $g_i\ne0$ makes $s_i$ point along $+g_i$, so this component adds a positive term $g_is_i$ to the slope; the whole step goes uphill when such terms outweigh the negative ones. Scaling $s$ multiplies all components by the same positive number and keeps that sign, whereas a shift above $-\lambda_i$ reverses it.

A code can therefore test the sign of $g\cdot s$ before it backtracks. If the slope is positive and the true energy is differentiable with gradient $g$, the energy also rises for all sufficiently small $t>0$, so shortening gives no guarantee of a decrease. A shift that makes $H+\mu I$ positive definite gives a direction with negative slope instead. How well the model describes the energy at a finite step length is a separate question, which a trust radius or a comparison of predicted and actual energy changes addresses.
